# The Determinant Ratio of a Cluster Field Flip Is a Determinant on the Cluster

A field flip on a set S of lattice sites is described here by a function d on all sites that vanishes outside S. It acts by multiplying the one-particle propagator B from the left by I + D, where D = diag(d). Suppose that B is a product over imaginary-time slices and that its leftmost factor is diag(exp v_i), where v_i is the auxiliary field on site i multiplied by its coupling to the fermion species considered. Changing v_i to v'_i then gives

d_i = exp(v'_i − v_i) − 1.

The theorems allow any complex d and any complex square matrix B with det(I + B) ≠ 0. Physically, in the grand-canonical ensemble at finite temperature, det(I + B) is the factor that one fermion species contributes to the weight of the old field configuration, and the condition says that this factor is nonzero, so that the ratio of new to old factor makes sense. The Green's function is

G = (I + B)⁻¹.

In this convention G_ij stands for the equal-time expectation ⟨c_i c_j†⟩ in the fixed field, taken at the imaginary time where the product B begins and ends, and 1 − G_ii for the occupation of site i at that time.

Write M_S for the block of a matrix M with rows and columns in S. The claim is

det(I + (I + D)B) = det(I + B) det(K), with K = I_S + D_S (I − G)_S.

In finite-temperature determinant quantum Monte Carlo, where the fermions are non-interacting in each fixed auxiliary field, this gives the weight ratio of one fermion species for a move that changes the field on several sites of the leftmost time slice from a determinant of size |S|, once G is known.

## From the full lattice to the cluster

Since G(I + B) = I, we have D = DG(I + B), and therefore

DB = D(I + B) − D = D(I − G)(I + B).

Adding I + B to both sides gives the factorisation

I + (I + D)B = (I + D(I − G))(I + B).

It remains to reduce the determinant of the first factor. Let P be the matrix with rows labelled by all sites, columns labelled by S, and entries P_is = δ_is. Let V be D_S times the rows of I − G on S. Because D vanishes outside S,

D(I − G) = PV.

Multiplying V by P from the right selects its columns on S, so

I_S + VP = I_S + D_S (I − G)_S = K.

The block matrix with rows (I, −P) and (V, I_S) has determinant det(I_S + VP) if the upper left block is eliminated, and det(I + PV) if the lower right block is eliminated. The two are therefore equal, and taking determinants in the factorisation proves the claim.

## The new Green's function and small clusters

If det(K) ≠ 0, the new determinant det(I + (I + D)B) is nonzero too, and the new Green's function G' exists. From (I + PV)P = P(I_S + VP) = PK it follows that

(I + PV)(I − P K⁻¹ V) = I + PV − P K K⁻¹ V = I.

Inverting the factorisation then gives

G' = G(I + PV)⁻¹ = G − (GP) K⁻¹ V.

Here GP consists of the columns of G on S.

For a flip of strength x at a single site i, K is the number 1 + x(1 − G_ii). For strengths x and y at distinct sites i and j, K has the rows

(1 + x(1 − G_ii), −x G_ij)

(−y G_ji, 1 + y(1 − G_jj)),

and its determinant is

(1 + x(1 − G_ii))(1 + y(1 − G_jj)) − xy G_ij G_ji.

The last term is the exchange contribution, which the product of the two single-site ratios leaves out when both are computed from the same old G.

## Sites, propagators and the cluster matrix in Lean

The finite type `n` is the set of sites. A second finite type `m` labels the entries of a list of sites, which lets the same lemmas serve a set S, a single site and a pair.

```lean
import Mathlib

open Matrix

namespace ClusterFieldFlip

noncomputable section

variable {n m : Type*} [Fintype n] [DecidableEq n] [Fintype m] [DecidableEq m]
```

The Green's function is defined for every B. Lean assigns the value zero to the inverse of a singular matrix, so the physical reading of `greens B` rests on the hypothesis `hB` in the theorems below.

```lean
/-- The equal-time Green's function `G = (I + B)⁻¹` of the propagator `B`. -/
def greens (B : Matrix n n ℂ) : Matrix n n ℂ := (1 + B)⁻¹
```

The flip multiplies from the left, as in the derivation.

```lean
/-- The propagator `(I + D) B` after a field flip with diagonal `D = diag d`. -/
def flipped (d : n → ℂ) (B : Matrix n n ℂ) : Matrix n n ℂ := (1 + diagonal d) * B
```

The cluster S is a `Finset n`, and the rows and columns of K are indexed by the elements of S. The two functions given to `submatrix` send such an element to the site it represents.

```lean
/-- The matrix `I_S + D_S (I - G)_S` on the sites of the cluster `S`. -/
def clusterMatrix (S : Finset n) (d : n → ℂ) (B : Matrix n n ℂ) : Matrix S S ℂ :=
  1 + diagonal (fun s : S => d s) *
    (1 - greens B).submatrix (fun s : S => (s : n)) (fun s : S => (s : n))
```

## Reduction to the listed sites

An injective map `e : m → n` lists sites without repetition. The first lemma is DM = PV for a general matrix M, with P written as the identity matrix restricted to the listed columns. The proof compares entries. If row i is listed as `e k`, injectivity leaves only the term k in the sum over labels; if it is not listed, both sides are zero.

```lean
/-- A diagonal matrix that vanishes off the sites listed by `e` acts through
those sites only. -/
theorem diagonal_mul_factor (e : m → n) (he : Function.Injective e) (d : n → ℂ)
    (hd : ∀ i, i ∉ Set.range e → d i = 0) (M : Matrix n n ℂ) :
    diagonal d * M = (1 : Matrix n n ℂ).submatrix id e *
      (diagonal (fun k => d (e k)) * M.submatrix e id) := by
  ext i j
  rw [Matrix.diagonal_mul, Matrix.mul_apply]
  by_cases hi : i ∈ Set.range e
  · obtain ⟨k, rfl⟩ := hi
    rw [Finset.sum_eq_single k]
    · simp [Matrix.diagonal_mul, Matrix.one_apply]
    · intro b _ hb
      have hne : e k ≠ e b := fun h => hb (he h).symm
      simp [hne]
    · simp
  · rw [hd i hi, zero_mul]
    symm
    apply Finset.sum_eq_zero
    intro k _
    have hne : i ≠ e k := fun h => hi ⟨k, h.symm⟩
    simp [hne]
```

The product in the opposite order, VP, gives the local block.

```lean
/-- Selecting the columns listed by `e` leaves the block of `M` on the listed sites,
multiplied by the local diagonal matrix. -/
theorem factor_mul_columns (e : m → n) (d : n → ℂ) (M : Matrix n n ℂ) :
    (diagonal (fun k => d (e k)) * M.submatrix e id) * (1 : Matrix n n ℂ).submatrix id e
      = diagonal (fun k => d (e k)) * M.submatrix e e := by
  rw [Matrix.mul_assoc]
  congr 1
  ext a b
  simp [Matrix.mul_apply, Matrix.one_apply]
```

Mathlib's `Matrix.det_one_add_mul_comm` is the identity det(I + PV) = det(I_S + VP) obtained above from the block matrix. Placed between the two preceding lemmas, it reduces the determinant to the listed sites.

```lean
/-- The determinant of `I + D M` equals that of its block on the listed sites when `D`
vanishes on all other sites. -/
theorem det_one_add_local (e : m → n) (he : Function.Injective e) (d : n → ℂ)
    (hd : ∀ i, i ∉ Set.range e → d i = 0) (M : Matrix n n ℂ) :
    (1 + diagonal d * M).det
      = (1 + diagonal (fun k => d (e k)) * M.submatrix e e).det := by
  rw [diagonal_mul_factor e he d hd M, Matrix.det_one_add_mul_comm, factor_mul_columns]
```

## The factorisation and the main theorem

The calculation inserts G(I + B) = I at the same place as the derivation by hand. The tactic `noncomm_ring` expands and collects the products without assuming that matrices commute.

```lean
/-- The flipped matrix factors as `I + (I + D) B = (I + D (I - G)) (I + B)`. -/
theorem flip_factorisation (d : n → ℂ) (B : Matrix n n ℂ) (hB : (1 + B).det ≠ 0) :
    1 + flipped d B = (1 + diagonal d * (1 - greens B)) * (1 + B) := by
  have hG : greens B * (1 + B) = 1 :=
    Matrix.nonsing_inv_mul _ (isUnit_iff_ne_zero.mpr hB)
  have h2 : diagonal d * (greens B * (1 + B)) = diagonal d := by rw [hG, mul_one]
  unfold flipped
  calc 1 + (1 + diagonal d) * B
      = (1 + B) + diagonal d * (1 + B) - diagonal d := by noncomm_ring
    _ = (1 + B) + diagonal d * (1 + B) - diagonal d * (greens B * (1 + B)) := by rw [h2]
    _ = (1 + diagonal d * (1 - greens B)) * (1 + B) := by noncomm_ring
```

The main theorem says that, if d vanishes outside S and det(I + B) ≠ 0, the new determinant is the old one times the determinant of the cluster matrix. The set S may contain sites where d is zero, and it may be empty, in which case the second factor is 1. The proof takes the determinant of the factorisation and applies the reduction with `e` equal to the inclusion of S in the lattice.

```lean
/-- Cluster flip: the new determinant is the old one times a determinant whose size is
the number of sites in `S`. -/
theorem cluster_flip_det (S : Finset n) (d : n → ℂ) (hd : ∀ i, i ∉ S → d i = 0)
    (B : Matrix n n ℂ) (hB : (1 + B).det ≠ 0) :
    (1 + flipped d B).det = (1 + B).det * (clusterMatrix S d B).det := by
  rw [flip_factorisation d B hB, Matrix.det_mul, mul_comm,
    det_one_add_local (fun s : S => (s : n)) Subtype.val_injective d
      (fun i hi => hd i (fun h => hi ⟨⟨i, h⟩, rfl⟩))]
  rfl
```

The statement is an exact identity. It says nothing about rounding errors, which matter when B is a long product of slices, or about the cost of obtaining G.

## Updating the Green's function

The next lemma verifies the inverse of I + UV for general rectangular U and V. The step `hUK` is the relation (I + UV)U = U(I + VU), after which I + VU cancels against its inverse.

```lean
/-- If `I + V U` has nonzero determinant, then `I - U (I + V U)⁻¹ V` is a right inverse of `I + U
V`. -/
theorem low_rank_inverse (U : Matrix n m ℂ) (V : Matrix m n ℂ)
    (h : (1 + V * U).det ≠ 0) :
    (1 + U * V) * (1 - U * (1 + V * U)⁻¹ * V) = 1 := by
  have hUK : (1 + U * V) * U = U * (1 + V * U) := by
    simp only [Matrix.add_mul, Matrix.mul_add, Matrix.one_mul, Matrix.mul_one,
      Matrix.mul_assoc]
  calc (1 + U * V) * (1 - U * (1 + V * U)⁻¹ * V)
      = (1 + U * V) - ((1 + U * V) * U) * (1 + V * U)⁻¹ * V := by
        rw [Matrix.mul_sub, Matrix.mul_one, ← Matrix.mul_assoc, ← Matrix.mul_assoc]
    _ = (1 + U * V) - U * V := by
        rw [hUK, Matrix.mul_assoc U,
          Matrix.mul_nonsing_inv _ (isUnit_iff_ne_zero.mpr h), Matrix.mul_one]
    _ = 1 := add_sub_cancel_right _ _
```

The update formula carries a second hypothesis, `hK`, which requires the cluster matrix to be invertible. By the main theorem this is equivalent to a nonzero determinant after the flip. In components, with s and t running over S, the theorem reads

G'_ab = G_ab − Σ_st G_as (K⁻¹)_st d_t (δ_tb − G_tb).

The proof introduces P and V as in the derivation. It then establishes D(I − G) = PV in `hPV`, K = I_S + VP in `hKe`, and the identification of GP with the selected columns of G in `hGP`. For square matrices a right inverse is the inverse, so `Matrix.inv_eq_right_inv` leaves one product to check. In that product (I + B)G cancels, and the preceding lemma finishes the proof.

```lean
/-- After a cluster flip the Green's function is the old one minus a correction built from its
columns on `S`, the inverse cluster matrix and the rows of `I - G` on `S`, each row multiplied by
its entry of `d`. -/
theorem cluster_flip_greens (S : Finset n) (d : n → ℂ) (hd : ∀ i, i ∉ S → d i = 0)
    (B : Matrix n n ℂ) (hB : (1 + B).det ≠ 0) (hK : (clusterMatrix S d B).det ≠ 0) :
    greens (flipped d B) = greens B -
      (greens B).submatrix id (fun s : S => (s : n)) * (clusterMatrix S d B)⁻¹ *
        (diagonal (fun s : S => d s) *
          (1 - greens B).submatrix (fun s : S => (s : n)) id) := by
  obtain ⟨P, hP⟩ : ∃ P : Matrix n S ℂ,
      P = (1 : Matrix n n ℂ).submatrix id (fun s : S => (s : n)) := ⟨_, rfl⟩
  obtain ⟨V, hV⟩ : ∃ V : Matrix S n ℂ, V = diagonal (fun s : S => d s) *
      (1 - greens B).submatrix (fun s : S => (s : n)) id := ⟨_, rfl⟩
  have hPV : diagonal d * (1 - greens B) = P * V := by
    rw [hP, hV]
    exact diagonal_mul_factor (fun s : S => (s : n)) Subtype.val_injective d
      (fun i hi => hd i (fun h => hi ⟨⟨i, h⟩, rfl⟩)) _
  have hKe : clusterMatrix S d B = 1 + V * P := by
    rw [hP, hV, factor_mul_columns (fun s : S => (s : n)) d (1 - greens B)]
    rfl
  have hGP : (greens B).submatrix id (fun s : S => (s : n)) = greens B * P := by
    rw [hP]
    ext a b
    simp [Matrix.mul_apply, Matrix.one_apply]
  have hG : (1 + B) * greens B = 1 :=
    Matrix.mul_nonsing_inv _ (isUnit_iff_ne_zero.mpr hB)
  rw [hKe] at hK
  rw [← hV, hGP, hKe]
  -- pull out the old Green's function and check the proposed inverse
  have hout : greens B - greens B * P * (1 + V * P)⁻¹ * V
      = greens B * (1 - P * (1 + V * P)⁻¹ * V) := by
    simp only [Matrix.mul_sub, Matrix.mul_one, Matrix.mul_assoc]
  rw [hout]
  show (1 + flipped d B)⁻¹ = _
  apply Matrix.inv_eq_right_inv
  rw [flip_factorisation d B hB, hPV, Matrix.mul_assoc, ← Matrix.mul_assoc (1 + B),
    hG, Matrix.one_mul]
  exact low_rank_inverse P V hK
```

## One site and two sites

The function `Pi.single i x` takes the value x at site i and zero elsewhere. The list of sites has one entry, labelled by the one-element type `Unit`, so the reduced matrix has a single entry, which is its determinant.

```lean
/-- A flip of strength `x` at one site `i` multiplies the determinant by
`1 + x (1 - G i i)`. -/
theorem single_flip_det (i : n) (x : ℂ) (B : Matrix n n ℂ) (hB : (1 + B).det ≠ 0) :
    (1 + flipped (Pi.single i x) B).det
      = (1 + B).det * (1 + x * (1 - greens B i i)) := by
  have hd : ∀ k, k ∉ Set.range (fun _ : Unit => i) → (Pi.single i x : n → ℂ) k = 0 := by
    intro k hk
    have h1 : k ≠ i := fun h => hk ⟨(), h.symm⟩
    simp [h1]
  rw [flip_factorisation _ B hB, Matrix.det_mul, mul_comm,
    det_one_add_local (fun _ : Unit => i) (fun _ _ _ => rfl) (Pi.single i x) hd]
  congr 1
  simp [Matrix.det_unique, Matrix.diagonal_mul]
```

For a pair the list is `![i, j]`, and the hypothesis `hij` that the sites differ makes it injective. `Matrix.det_fin_two` expands the two-by-two determinant, the simplification steps evaluate its entries, and `ring` rearranges the result into the product of single-site ratios minus the exchange term.

```lean
/-- For flips at two distinct sites the determinant ratio is the product of the single-site
ratios minus the exchange term `x y G i j G j i`. -/
theorem pair_flip_det (i j : n) (hij : i ≠ j) (x y : ℂ) (B : Matrix n n ℂ)
    (hB : (1 + B).det ≠ 0) :
    (1 + flipped (Pi.single i x + Pi.single j y) B).det
      = (1 + B).det * ((1 + x * (1 - greens B i i)) * (1 + y * (1 - greens B j j))
          - x * y * greens B i j * greens B j i) := by
  have he : Function.Injective ![i, j] := by
    intro a b h
    fin_cases a <;> fin_cases b <;> simp_all
  have hd : ∀ k, k ∉ Set.range ![i, j] →
      (Pi.single i x + Pi.single j y : n → ℂ) k = 0 := by
    intro k hk
    have h1 : k ≠ i := fun h => hk ⟨0, by simp [h]⟩
    have h2 : k ≠ j := fun h => hk ⟨1, by simp [h]⟩
    simp [h1, h2]
  rw [flip_factorisation _ B hB, Matrix.det_mul, mul_comm,
    det_one_add_local ![i, j] he _ hd, Matrix.det_fin_two]
  congr 1
  simp only [Matrix.add_apply, Matrix.diagonal_mul, Matrix.submatrix_apply,
    Matrix.sub_apply, Matrix.one_apply, Pi.add_apply, Pi.single_apply]
  simp [hij, hij.symm]
  ring

end

end ClusterFieldFlip
```

```lean
#print axioms ClusterFieldFlip.cluster_flip_det
#print axioms ClusterFieldFlip.cluster_flip_greens
#print axioms ClusterFieldFlip.single_flip_det
#print axioms ClusterFieldFlip.pair_flip_det
```

```
'ClusterFieldFlip.cluster_flip_det' depends on axioms: [propext, Classical.choice, Quot.sound]
'ClusterFieldFlip.cluster_flip_greens' depends on axioms: [propext, Classical.choice, Quot.sound]
'ClusterFieldFlip.single_flip_det' depends on axioms: [propext, Classical.choice, Quot.sound]
'ClusterFieldFlip.pair_flip_det' depends on axioms: [propext, Classical.choice, Quot.sound]
```
